# Moving all coordinates at once from the maximum of a Gaussian: random-walk and drifted acceptance decay exponentially with dimension at fixed step

Take one coordinate with target density proportional to $e^{-x^2/2}$, and put the walker at the maximum, $x=0$. A random-walk move proposes $y=\sqrt h\,z$, with $h>0$ and $z$ standard normal. Every such move goes downhill and is accepted with probability $e^{-y^2/2}$, so the mean acceptance is

$$\int_{-\infty}^{\infty}\frac{e^{-y^2/(2h)}}{\sqrt{2\pi h}}\,e^{-y^2/2}\,dy=(1+h)^{-1/2}.$$

If $N$ independent coordinates move together, the single accept-or-reject decision contains one such factor per coordinate, and the mean becomes $(1+h)^{-N/2}$. The drifted move studied below, with mean $(1-h/2)x$, replaces $1+h$ by $1+h^2/4$. This weakens the decay when $h<4$ but does not remove it.

In variational Monte Carlo terms, the target is the squared ground state of $N$ uncoupled harmonic oscillators in suitable units, and the result shows how moving all coordinates together, as an all-electron move does, can stall a walker started at the density maximum of this non-interacting model. The model ignores the antisymmetry of a many-electron wavefunction.

## Target, proposal and acceptance

```lean
import Mathlib

open MeasureTheory Filter Topology

namespace MetropolisSticking

noncomputable section

/-- The standard normal target density on `R^N`. -/
def density {N : ℕ} (x : Fin N → ℝ) : ℝ :=
  Real.exp (-(∑ i, x i ^ 2) / 2) / √(2 * Real.pi) ^ N
```

The type `Fin N → ℝ` assigns a real number to each of $N$ indices, so `x` is a vector in $\mathbb R^N$. The definition is the normalised density

$$\pi(x)=(2\pi)^{-N/2}e^{-\sum_i x_i^2/2}.$$

```lean
/-- The density at `y` of the proposed move `a x + √h z`, with `z` standard normal on `R^N`,
for `h > 0`. -/
def proposal {N : ℕ} (a h : ℝ) (x y : Fin N → ℝ) : ℝ :=
  Real.exp (-(∑ i, (y i - a * x i) ^ 2) / (2 * h)) / √(2 * Real.pi * h) ^ N
```

This is the density $q(x\to y)$ for proposing $y=ax+\sqrt h\,z$: a normal density with mean $ax$ and variance $h$ per coordinate. The random walk has $a=1$. The drifted move adds $\tfrac h2\nabla\log\pi(x)=-\tfrac h2x$, which gives $a=1-h/2$.

```lean
/-- The Metropolis-Hastings acceptance probability of the move from `x` to `y`, for `h > 0`. -/
def acceptance {N : ℕ} (a h : ℝ) (x y : Fin N → ℝ) : ℝ :=
  min 1 (density y * proposal a h y x / (density x * proposal a h x y))
```

The acceptance probability is

$$A(x\to y)=\min\left(1,\frac{\pi(y)\,q(y\to x)}{\pi(x)\,q(x\to y)}\right).$$

In the code, `proposal a h y x` is the reverse move. It matters for the drifted scheme, whose proposal is not symmetric in general.

```lean
/-- The acceptance probability averaged over the moves proposed from `x`, for `h > 0`. -/
def meanAcceptance {N : ℕ} (a h : ℝ) (x : Fin N → ℝ) : ℝ :=
  ∫ y : Fin N → ℝ, proposal a h x y * acceptance a h x y
```

The mean acceptance is $\int q(x\to y)A(x\to y)\,dy$, a Lebesgue integral over $\mathbb R^N$. The starting point $x$ is held fixed; there is no average over the equilibrium distribution.

```lean
/-- The probability that `n` independent proposals from `x` are all rejected, for `h > 0`. -/
def stayProbability {N : ℕ} (a h : ℝ) (n : ℕ) (x : Fin N → ℝ) : ℝ :=
  (1 - meanAcceptance a h x) ^ n
```

After a rejection the walker is still at $x$, so the next proposal has the same chance of acceptance. With independent proposals, the probability of $n$ rejections in a row is one minus the mean acceptance, raised to the power $n$. The file defines this expression directly and does not construct the Markov chain.

## From the ratio to the mean acceptance

```lean
/-- For `h > 0`, the Metropolis-Hastings ratio of a move from the density maximum to `y` is
`exp(-(h + a² - 1) S / (2h))`, where `S` is the sum of the squares of the `y i`. -/
theorem ratio_at_maximum {N : ℕ} {a h : ℝ} (hh : 0 < h) (y : Fin N → ℝ) :
    density y * proposal a h y 0 / (density (0 : Fin N → ℝ) * proposal a h 0 y)
      = Real.exp (-((h + a ^ 2 - 1) / (2 * h)) * ∑ i, y i ^ 2) := by
  have h0 : ∑ i, (0 : Fin N → ℝ) i ^ 2 = 0 := by simp
  have h1 : ∑ i, ((0 : Fin N → ℝ) i - a * y i) ^ 2 = a ^ 2 * ∑ i, y i ^ 2 := by
    rw [Finset.mul_sum]
    refine Finset.sum_congr rfl fun i _ => ?_
    simp only [Pi.zero_apply]
    ring
  have h2 : ∑ i, (y i - a * (0 : Fin N → ℝ) i) ^ 2 = ∑ i, y i ^ 2 := by simp
  have e0 : Real.exp (-(0 : ℝ) / 2) = 1 := by simp
  unfold density proposal
  rw [h0, h1, h2, e0, div_eq_iff (by positivity)]
  generalize ∑ i, y i ^ 2 = S
  -- the exponents of target and reverse move combine
  have key : Real.exp (-S / 2) * Real.exp (-(a ^ 2 * S) / (2 * h))
      = Real.exp (-((h + a ^ 2 - 1) / (2 * h)) * S) * Real.exp (-S / (2 * h)) := by
    rw [← Real.exp_add, ← Real.exp_add]
    congr 1
    have hk : h * h⁻¹ = 1 := mul_inv_cancel₀ hh.ne'
    linear_combination S / 2 * hk
  generalize √(2 * Real.pi) ^ N = C
  generalize √(2 * Real.pi * h) ^ N = D
  linear_combination key / (C * D)
```

The hypothesis `hh : 0 < h` says that the step variance is positive. Write $S=\sum_i y_i^2$. At $x=0$ the normalisation constants cancel, and the ratio is

$$\frac{e^{-S/2}\,e^{-a^2S/(2h)}}{e^{-S/(2h)}}=\exp\left(-\frac{h+a^2-1}{2h}\,S\right).$$

In the proof, `h0`, `h1` and `h2` evaluate the three sums of squares at the origin. The step `key` combines the exponents, and the final `linear_combination` restores the normalisation constants, named `C` and `D`.

```lean
/-- For `h > 0`, the acceptance probability of a move from the density maximum to `y` is
`exp(-(m - 1) S / (2h))`, where `m = max(1, h + a²)` and `S` is the sum of the squares of the `y i`.
-/
theorem acceptance_at_maximum {N : ℕ} {a h : ℝ} (hh : 0 < h) (y : Fin N → ℝ) :
    acceptance a h 0 y
      = Real.exp (-((max 1 (h + a ^ 2) - 1) / (2 * h)) * ∑ i, y i ^ 2) := by
  have hS : 0 ≤ ∑ i, y i ^ 2 := Finset.sum_nonneg fun i _ => sq_nonneg _
  rw [acceptance, ratio_at_maximum hh]
  rcases le_total 1 (h + a ^ 2) with H | H
  · have hk : 0 ≤ (h + a ^ 2 - 1) / (2 * h) := div_nonneg (by linarith) (by positivity)
    rw [max_eq_right H, min_eq_right]
    rw [Real.exp_le_one_iff]
    nlinarith [mul_nonneg hk hS]
  · have hk : (h + a ^ 2 - 1) / (2 * h) ≤ 0 :=
      div_nonpos_of_nonpos_of_nonneg (by linarith) (by positivity)
    rw [max_eq_left H, min_eq_left]
    · simp
    · apply Real.one_le_exp
      nlinarith [mul_nonneg (neg_nonneg.2 hk) hS]
```

Set $m=\max(1,h+a^2)$. The claim is

$$A(0\to y)=\exp\left(-\frac{m-1}{2h}\,S\right).$$

If $h+a^2\ge1$, the ratio is at most one and the minimum leaves it unchanged. If $h+a^2\le1$, the ratio is at least one, so the acceptance is one, in agreement with $m=1$. The `rcases` line makes this split, and the two bullets treat the two cases.

```lean
/-- For `h > 0`, the mean acceptance of the proposals `a x + √h z` at the density maximum
`x = 0` is `max(1, h + a²)^(-N/2)`. -/
theorem meanAcceptance_at_maximum {N : ℕ} {a h : ℝ} (hh : 0 < h) :
    meanAcceptance a h (0 : Fin N → ℝ) = (max 1 (h + a ^ 2)) ^ (-(N : ℝ) / 2) := by
  have hm : 0 < max 1 (h + a ^ 2) := lt_of_lt_of_le one_pos (le_max_left _ _)
  unfold meanAcceptance
  simp only [acceptance_at_maximum hh]
  generalize max 1 (h + a ^ 2) = m at hm ⊢
  -- the integrand factorises over the coordinates
  have hI : ∀ y : Fin N → ℝ,
      proposal a h 0 y * Real.exp (-((m - 1) / (2 * h)) * ∑ i, y i ^ 2)
        = ∏ i, (Real.exp (-(m / (2 * h)) * y i ^ 2) / √(2 * Real.pi * h)) := by
    intro y
    have h2 : ∑ i, (y i - a * (0 : Fin N → ℝ) i) ^ 2 = ∑ i, y i ^ 2 := by simp
    rw [Finset.prod_div_distrib, ← Real.exp_sum, ← Finset.mul_sum, Finset.prod_const,
      Finset.card_univ, Fintype.card_fin, proposal, h2, div_mul_eq_mul_div, ← Real.exp_add]
    congr 2
    ring
  simp only [hI]
  refine (integral_fintype_prod_volume_eq_prod (f := fun (_ : Fin N) (t : ℝ) =>
    Real.exp (-(m / (2 * h)) * t ^ 2) / √(2 * Real.pi * h))).trans ?_
  -- each factor is a one-dimensional Gaussian integral
  simp only [integral_div, integral_gaussian, Finset.prod_const, Finset.card_univ,
    Fintype.card_fin]
  have e : Real.pi / (m / (2 * h)) / (2 * Real.pi * h) = m⁻¹ := by
    have := Real.pi_pos
    field_simp
  rw [← Real.sqrt_div (by positivity), e, Real.sqrt_eq_rpow, ← Real.rpow_natCast,
    ← Real.rpow_mul (by positivity), Real.inv_rpow hm.le, ← Real.rpow_neg hm.le]
  congr 1
  ring
```

Multiplying the acceptance by the proposal density adds $1/(2h)$ to the coefficient of $-S$ in the exponent, which becomes $m/(2h)$. The integrand then factorises:

$$\int_{\mathbb R^N}\prod_i\frac{e^{-m y_i^2/(2h)}}{\sqrt{2\pi h}}\,dy
=\left(\frac{\sqrt{2\pi h/m}}{\sqrt{2\pi h}}\right)^N=m^{-N/2}.$$

The factorisation is `hI`. The lemma `integral_fintype_prod_volume_eq_prod` turns the integral of the product into a product of integrals, and `integral_gaussian` evaluates each one. The remaining lines rewrite the square root as a real power.

For $N=0$ the product is empty and the mean acceptance is $1$. For $h+a^2\le1$ it is $1$ in every dimension, so exponential decay requires $h+a^2>1$.

## Two schemes that stick

```lean
/-- At the density maximum and for `h > 0`, the mean acceptance is `(1+h)^(-N/2)` for the
random walk `x + √h z` and `(1+h²/4)^(-N/2)` for the drifted move `(1-h/2) x + √h z`. -/
theorem all_electron_sticking (N : ℕ) {h : ℝ} (hh : 0 < h) :
    meanAcceptance 1 h (0 : Fin N → ℝ) = (1 + h) ^ (-(N : ℝ) / 2) ∧
    meanAcceptance (1 - h / 2) h (0 : Fin N → ℝ) = (1 + h ^ 2 / 4) ^ (-(N : ℝ) / 2) := by
  have e1 : max 1 (h + 1 ^ 2) = 1 + h := by
    rw [max_eq_right (by nlinarith)]
    ring
  have e2 : max 1 (h + (1 - h / 2) ^ 2) = 1 + h ^ 2 / 4 := by
    rw [max_eq_right (by nlinarith [sq_nonneg h])]
    ring
  exact ⟨by rw [meanAcceptance_at_maximum hh, e1], by rw [meanAcceptance_at_maximum hh, e2]⟩
```

The symbol `∧` means "and". For the random walk, $h+a^2=1+h$. For the drifted move,

$$h+\left(1-\frac h2\right)^2=1+\frac{h^2}{4}.$$

The drift cancels the term linear in $h$ and leaves the quadratic one. Both values exceed one for every $h>0$, so both acceptances decay exponentially in $N$ at fixed $h$. At $h=1$ and $N=100$ they are about $9\times10^{-16}$ and $1.4\times10^{-5}$.

```lean
/-- For `h > 0`, the probability that `n` independent proposals from the density maximum are
all rejected is at least `1 - n max(1, h + a²)^(-N/2)`. -/
theorem stayProbability_lower_bound (N n : ℕ) {a h : ℝ} (hh : 0 < h) :
    1 - n * (max 1 (h + a ^ 2)) ^ (-(N : ℝ) / 2)
      ≤ stayProbability a h n (0 : Fin N → ℝ) := by
  rw [stayProbability, meanAcceptance_at_maximum hh]
  have hN : (0 : ℝ) ≤ N := Nat.cast_nonneg N
  have hA : (max 1 (h + a ^ 2)) ^ (-(N : ℝ) / 2) ≤ 1 :=
    Real.rpow_le_one_of_one_le_of_nonpos (le_max_left _ _) (by linarith)
  generalize (max 1 (h + a ^ 2)) ^ (-(N : ℝ) / 2) = A at hA ⊢
  -- Bernoulli's inequality
  have hB := one_add_mul_le_pow (a := -A) (by linarith) n
  rw [← sub_eq_add_neg] at hB
  linarith
```

Let $A=m^{-N/2}$ be the mean acceptance. Since $0\le A\le1$, Bernoulli's inequality gives

$$(1-A)^n\ge1-nA.$$

The proof establishes `hA`, the bound $A\le1$, and then applies `one_add_mul_le_pow` with $-A$. When $m>1$, a walker at the maximum will therefore probably still be there after $n$ proposals unless $n$ is at least comparable to $m^{N/2}$.

## Step sizes that keep the acceptance finite

```lean
/-- For `c ≥ 0`, the quantity `(1 + c/N)^(-N/2)` tends to `exp(-c/2)` as `N` grows. -/
theorem tendsto_scaled_acceptance {c : ℝ} (hc : 0 ≤ c) :
    Tendsto (fun N : ℕ => (1 + c / N) ^ (-(N : ℝ) / 2)) atTop (𝓝 (Real.exp (-c / 2))) := by
  have h1 := (Real.tendsto_one_add_div_pow_exp c).rpow_const (p := -(1 / 2))
    (Or.inl (Real.exp_pos c).ne')
  have e : Real.exp c ^ (-(1 / 2) : ℝ) = Real.exp (-c / 2) := by
    rw [← Real.exp_mul]
    congr 1
    ring
  rw [e] at h1
  refine h1.congr fun N => ?_
  rw [← Real.rpow_natCast, ← Real.rpow_mul (by positivity)]
  congr 1
  ring
```

`Tendsto … atTop (𝓝 L)` says that the sequence converges to $L$ as $N\to\infty$. The known limit $(1+c/N)^N\to e^c$, raised to the power $-1/2$, gives $e^{-c/2}$. The proof does this with `rpow_const` and then merges the two exponents.

```lean
/-- For `c > 0`, the mean acceptance at the density maximum has a positive limit as `N` grows
if `h` shrinks as `c/N` for the random walk, where the limit is `exp(-c/2)`, and as `c/√N`
for the drifted move, where it is `exp(-c²/8)`. -/
theorem step_scaling {c : ℝ} (hc : 0 < c) :
    Tendsto (fun N : ℕ => meanAcceptance 1 (c / N) (0 : Fin N → ℝ)) atTop
      (𝓝 (Real.exp (-c / 2))) ∧
    Tendsto (fun N : ℕ => meanAcceptance (1 - c / √N / 2) (c / √N) (0 : Fin N → ℝ)) atTop
      (𝓝 (Real.exp (-c ^ 2 / 8))) := by
  constructor
  · refine (tendsto_scaled_acceptance hc.le).congr' ?_
    filter_upwards [eventually_gt_atTop 0] with N hN
    have hN' : (0 : ℝ) < N := Nat.cast_pos.2 hN
    rw [(all_electron_sticking N (div_pos hc hN')).1]
  · have e : -c ^ 2 / 8 = -(c ^ 2 / 4) / 2 := by ring
    rw [e]
    refine (tendsto_scaled_acceptance (c := c ^ 2 / 4) (by positivity)).congr' ?_
    filter_upwards [eventually_gt_atTop 0] with N hN
    have hN' : (0 : ℝ) < N := Nat.cast_pos.2 hN
    have hs : (c / √(N : ℝ)) ^ 2 / 4 = c ^ 2 / 4 / N := by
      rw [div_pow, Real.sq_sqrt hN'.le]
      ring
    rw [(all_electron_sticking N (div_pos hc (Real.sqrt_pos.2 hN'))).2, hs]

end

end MetropolisSticking
```

For fixed $c>0$, the random walk with $h=c/N$ has mean acceptance $(1+c/N)^{-N/2}$, which tends to $e^{-c/2}$. The drifted move with $h=c/\sqrt N$ has $h^2/4=(c^2/4)/N$, so the previous limit with $c^2/4$ in place of $c$ gives $e^{-c^2/8}$. Lean reads `-c ^ 2` as $-(c^2)$.

The `filter_upwards` lines restrict attention to $N>0$, where the step is positive and the exact formulas apply. Starting from the maximum, the drifted move thus keeps a positive limiting acceptance with a step variance of order $N^{-1/2}$, larger than the $N^{-1}$ used for the random walk.

```lean
#print axioms MetropolisSticking.stayProbability_lower_bound
#print axioms MetropolisSticking.step_scaling
```

```
'MetropolisSticking.stayProbability_lower_bound' depends on axioms: [propext, Classical.choice, Quot.sound]
'MetropolisSticking.step_scaling' depends on axioms: [propext, Classical.choice, Quot.sound]
```
